# Spin-orbit splitting of an l shell into 2l+2 and 2l states

An atomic shell of angular momentum l holds 2l+1 orbitals, each with two spin states. Without spin-orbit coupling, and in a spherical potential, all 4l+2 one-electron states share one energy. Adding a term ξ L·S, with one nonzero constant ξ for the radial strength of the coupling, splits the level if l ≥ 1. Into how many levels, and with what degeneracies? The commutation relations, L² and the dimension of the shell settle both.

## Squaring L·S

Set ħ = 1 and let σx, σy, σz be the Pauli matrices, so that the spin is S = σ/2. Suppose that [Lx, Ly] = iLz and cyclically, and that L² = l(l+1). Define

X = L·S = ½ (Lx⊗σx + Ly⊗σy + Lz⊗σz).

In X², the diagonal products contribute ¼ L²⊗1 = l(l+1)/4, because σᵢ² = 1. The mixed products pair up. Since σxσy = iσz = −σyσx,

¼ (LxLy⊗σxσy + LyLx⊗σyσx) = (i/4) [Lx, Ly]⊗σz = −¼ Lz⊗σz.

The other two pairs follow cyclically, and the three together give −X/2. Hence

X² = l(l+1)/4 − X/2,

(X − l/2)(X + (l+1)/2) = X² + X/2 − l(l+1)/4 = 0.

## Counting states by the trace

Write a = l/2 and b = −(l+1)/2, so that a − b = (2l+1)/2, and let P = (X − b)/(a − b). The quadratic equation gives XP = aP, so P maps every vector into the eigenspace of a. It leaves vectors already there unchanged. P is therefore a projector onto that eigenspace, and its trace is the dimension.

The Pauli matrices are traceless, so tr X = 0. For N orbitals the full space has dimension 2N, and

dim(a) = −2Nb/(a − b) = (2l+2)N/(2l+1).

Exchanging a and b gives dim(b) = 2lN/(2l+1). For N = 2l+1 these are 2l+2 and 2l. For l = 0 the second eigenspace is empty apart from the zero vector, and an s shell does not split.

## Shell and spin as matrices

The finite type `n` labels the orbitals, and `n × Fin 2` labels orbital and spin together.

In Lean 4 with Mathlib:

```lean
import Mathlib

open Matrix
open scoped Kronecker

namespace SpinOrbitShell

noncomputable section

variable {n : Type*} [Fintype n] [DecidableEq n]

/-- The Pauli matrix `σx`. -/
def pauliX : Matrix (Fin 2) (Fin 2) ℂ := !![0, 1; 1, 0]

/-- The Pauli matrix `σy`. -/
def pauliY : Matrix (Fin 2) (Fin 2) ℂ := !![0, -Complex.I; Complex.I, 0]

/-- The Pauli matrix `σz`. -/
def pauliZ : Matrix (Fin 2) (Fin 2) ℂ := !![1, 0; 0, -1]
```

The physical input is the structure below: three commutators and the value of L². Hermiticity is not required, and `l` may be any complex number at this stage.

```lean
/-- Three matrices obey the angular momentum commutation relations (with `ħ = 1`), and their
squares add up to `l (l + 1)`. -/
structure IsAngularMomentum (l : ℂ) (Lx Ly Lz : Matrix n n ℂ) : Prop where
  xy : Lx * Ly - Ly * Lx = Complex.I • Lz
  yz : Ly * Lz - Lz * Ly = Complex.I • Lx
  zx : Lz * Lx - Lx * Lz = Complex.I • Ly
  casimir : Lx * Lx + Ly * Ly + Lz * Lz = (l * (l + 1)) • (1 : Matrix n n ℂ)
```

The Kronecker product `⊗ₖ` is the tensor product of orbital and spin operators. `spinOrbit` is X, without the factor ξ.

```lean
/-- The spin-orbit operator `L · S = ½ (Lx ⊗ σx + Ly ⊗ σy + Lz ⊗ σz)` on orbital times spin
space. -/
def spinOrbit (Lx Ly Lz : Matrix n n ℂ) : Matrix (n × Fin 2) (n × Fin 2) ℂ :=
  (1 / 2 : ℂ) • (Lx ⊗ₖ pauliX + Ly ⊗ₖ pauliY + Lz ⊗ₖ pauliZ)

/-- A component `L ⊗ 1 + ½ (1 ⊗ σ)` of the total angular momentum. -/
def totalJ (L : Matrix n n ℂ) (s : Matrix (Fin 2) (Fin 2) ℂ) :
    Matrix (n × Fin 2) (n × Fin 2) ℂ :=
  L ⊗ₖ (1 : Matrix (Fin 2) (Fin 2) ℂ) + (1 / 2 : ℂ) • ((1 : Matrix n n ℂ) ⊗ₖ s)
```

## The quadratic equation

The Pauli products are checked entry by entry.

```lean
/-- The multiplication table of the Pauli matrices. -/
theorem pauli_products :
    (pauliX * pauliX = 1 ∧ pauliY * pauliY = 1 ∧ pauliZ * pauliZ = 1) ∧
    (pauliX * pauliY = Complex.I • pauliZ ∧ pauliY * pauliZ = Complex.I • pauliX ∧
      pauliZ * pauliX = Complex.I • pauliY) ∧
    (pauliY * pauliX = (-Complex.I) • pauliZ ∧ pauliZ * pauliY = (-Complex.I) • pauliX ∧
      pauliX * pauliZ = (-Complex.I) • pauliY) := by
  refine ⟨⟨?_, ?_, ?_⟩, ⟨?_, ?_, ?_⟩, ⟨?_, ?_, ?_⟩⟩ <;>
    (ext i j; fin_cases i <;> fin_cases j <;>
      simp [pauliX, pauliY, pauliZ, Matrix.mul_apply, Fin.sum_univ_two])
```

In the next proof, `key` is the collapse of one mixed pair through its commutator, and `hC` is the diagonal part. The last line adds them with the factor ¼.

```lean
/-- If `Lx`, `Ly`, `Lz` obey the angular momentum commutation relations and `L² = l (l + 1)`, the
square of the spin-orbit operator `X` is linear in `X` itself: `X² = l (l + 1) / 4 - X / 2`. -/
theorem spinOrbit_sq {l : ℂ} {Lx Ly Lz : Matrix n n ℂ} (h : IsAngularMomentum l Lx Ly Lz) :
    spinOrbit Lx Ly Lz * spinOrbit Lx Ly Lz =
      (l * (l + 1) / 4) • (1 : Matrix (n × Fin 2) (n × Fin 2) ℂ)
        - (1 / 2 : ℂ) • spinOrbit Lx Ly Lz := by
  obtain ⟨⟨xx, yy, zz⟩, ⟨xy, yz, zx⟩, ⟨yx, zy, xz⟩⟩ := pauli_products
  -- each pair of mixed products collapses through a commutator
  have key : ∀ (A B C : Matrix n n ℂ) (s : Matrix (Fin 2) (Fin 2) ℂ),
      A * B - B * A = Complex.I • C →
      Complex.I • ((A * B) ⊗ₖ s) + (-Complex.I) • ((B * A) ⊗ₖ s) = -(C ⊗ₖ s) := by
    intro A B C s hc
    rw [sub_eq_iff_eq_add.mp hc, add_kronecker, smul_kronecker, smul_add, smul_smul,
      Complex.I_mul_I]
    module
  have hC : (Lx * Lx) ⊗ₖ (1 : Matrix (Fin 2) (Fin 2) ℂ) + (Ly * Ly) ⊗ₖ 1 + (Lz * Lz) ⊗ₖ 1
      = (l * (l + 1)) • (1 : Matrix (n × Fin 2) (n × Fin 2) ℂ) := by
    rw [← add_kronecker, ← add_kronecker, h.casimir, smul_kronecker, one_kronecker_one]
  have h1 := key _ _ _ pauliZ h.xy
  have h2 := key _ _ _ pauliX h.yz
  have h3 := key _ _ _ pauliY h.zx
  simp only [spinOrbit, add_mul, mul_add, smul_mul_assoc, mul_smul_comm, ← mul_kronecker_mul,
    xx, yy, zz, xy, yz, zx, yx, zy, xz, kronecker_smul]
  linear_combination (norm := module) (1 / 4 : ℂ) • (hC + h1 + h2 + h3)
```

## From trace to degeneracy

```lean
omit [DecidableEq n] in
/-- The spin-orbit operator is traceless. -/
theorem trace_spinOrbit (Lx Ly Lz : Matrix n n ℂ) : (spinOrbit Lx Ly Lz).trace = 0 := by
  simp [spinOrbit, trace_add, trace_smul, trace_kronecker, pauliX, pauliY, pauliZ,
    trace_fin_two]
```

The projector argument holds for any matrix obeying such a quadratic equation with distinct roots. `h1` is XP = aP up to normalisation, `hp` establishes the projector, and `hp.trace` equates its trace with the dimension, written `finrank`.

```lean
/-- If `(X - a)(X - b) = 0` with `a ≠ b`, the trace of `X` fixes the dimension of the
eigenspace of `a`. -/
theorem finrank_eigenspace_of_quadratic {m : Type*} [Fintype m] [DecidableEq m]
    (X : Matrix m m ℂ) {a b : ℂ} (hab : a ≠ b)
    (h : (X - a • (1 : Matrix m m ℂ)) * (X - b • (1 : Matrix m m ℂ)) = 0) :
    (a - b) * (Module.finrank ℂ (Module.End.eigenspace (Matrix.toLin' X) a) : ℂ)
      = X.trace - b * (Fintype.card m : ℂ) := by
  have hne : a - b ≠ 0 := sub_ne_zero.mpr hab
  have h1 : X * (X - b • (1 : Matrix m m ℂ)) = a • (X - b • (1 : Matrix m m ℂ)) := by
    rw [sub_mul, smul_mul_assoc, one_mul] at h
    exact sub_eq_zero.mp h
  -- (X - b) / (a - b) projects onto the eigenspace of a
  have hp : LinearMap.IsProj (Module.End.eigenspace (Matrix.toLin' X) a)
      (Matrix.toLin' ((a - b)⁻¹ • (X - b • (1 : Matrix m m ℂ)))) := by
    constructor
    · intro x
      rw [Module.End.mem_eigenspace_iff, ← Matrix.toLin'_mul_apply, mul_smul_comm, h1,
        smul_comm, map_smul, LinearMap.smul_apply]
    · intro x hx
      rw [Module.End.mem_eigenspace_iff] at hx
      rw [map_smul, map_sub, map_smul, Matrix.toLin'_one, LinearMap.smul_apply,
        LinearMap.sub_apply, LinearMap.smul_apply, LinearMap.id_apply, hx, ← sub_smul,
        smul_smul, inv_mul_cancel₀ hne, one_smul]
  -- the trace of a projector is its rank
  have ht := hp.trace
  rw [LinearMap.trace_eq_matrix_trace ℂ (Pi.basisFun ℂ m), LinearMap.toMatrix_eq_toMatrix',
    LinearMap.toMatrix'_toLin', trace_smul, trace_sub, trace_smul, trace_one,
    smul_eq_mul, smul_eq_mul] at ht
  rw [← ht, mul_inv_cancel_left₀ hne]
```

Now `l` is a natural number. The lemma is applied twice, with the roots exchanged the second time. The orbital space may consist of several copies of a shell, so its dimension is left open, and the result is stated without division.

```lean
/-- On any finite-dimensional orbital space where `Lx`, `Ly`, `Lz` obey the angular momentum
commutation relations and `L² = l (l + 1)`, `l` a natural number, the eigenspaces of `L · S` for
`l / 2` and `-(l + 1) / 2` take up the fractions `(l + 1) / (2 l + 1)` and `l / (2 l + 1)` of the
orbital times spin space. -/
theorem eigenspace_fractions (l : ℕ) {Lx Ly Lz : Matrix n n ℂ}
    (h : IsAngularMomentum (l : ℂ) Lx Ly Lz) :
    (2 * l + 1) * Module.finrank ℂ (Module.End.eigenspace
      (Matrix.toLin' (spinOrbit Lx Ly Lz)) ((l : ℂ) / 2)) = (2 * l + 2) * Fintype.card n ∧
    (2 * l + 1) * Module.finrank ℂ (Module.End.eigenspace
      (Matrix.toLin' (spinOrbit Lx Ly Lz)) (-(((l : ℂ) + 1) / 2))) =
        2 * l * Fintype.card n := by
  have hsq := spinOrbit_sq h
  have hne : (l : ℂ) / 2 ≠ -(((l : ℂ) + 1) / 2) := by
    intro he
    have h0 : ((2 * l + 1 : ℕ) : ℂ) = 0 := by
      push_cast
      linear_combination 2 * he
    exact absurd (Nat.cast_eq_zero.mp h0) (by omega)
  have hp := finrank_eigenspace_of_quadratic (spinOrbit Lx Ly Lz) hne (by
    simp only [sub_mul, mul_sub, smul_mul_assoc, mul_smul_comm, one_mul, mul_one, hsq]
    module)
  have hm := finrank_eigenspace_of_quadratic (spinOrbit Lx Ly Lz) hne.symm (by
    simp only [sub_mul, mul_sub, smul_mul_assoc, mul_smul_comm, one_mul, mul_one, hsq]
    module)
  rw [trace_spinOrbit, Fintype.card_prod, Fintype.card_fin] at hp hm
  push_cast at hp hm
  constructor
  · rw [← Nat.cast_inj (R := ℂ)]
    push_cast
    linear_combination 2 * hp
  · rw [← Nat.cast_inj (R := ℂ)]
    push_cast
    linear_combination (-2) * hm
```

For `Fin (2 * l + 1)` orbitals the common factor 2l+1 cancels. The theorem contains the quadratic equation and both dimensions; it concerns one isolated shell, with no crystal field and no mixing between different l.

```lean
/-- Spin-orbit splitting of a `(2 l + 1)`-dimensional shell where `Lx`, `Ly`, `Lz` obey the angular
momentum commutation relations and `L² = l (l + 1)`: the operator `X = L · S` satisfies
`(X - l / 2)(X + (l + 1) / 2) = 0`, and its eigenspaces for `l / 2` and `-(l + 1) / 2` have
dimensions `2 l + 2` and `2 l`. -/
theorem spinOrbit_splitting (l : ℕ) {Lx Ly Lz : Matrix (Fin (2 * l + 1)) (Fin (2 * l + 1)) ℂ}
    (h : IsAngularMomentum (l : ℂ) Lx Ly Lz) :
    (spinOrbit Lx Ly Lz - ((l : ℂ) / 2) • 1) *
      (spinOrbit Lx Ly Lz + (((l : ℂ) + 1) / 2) • 1) = 0 ∧
    Module.finrank ℂ (Module.End.eigenspace
      (Matrix.toLin' (spinOrbit Lx Ly Lz)) ((l : ℂ) / 2)) = 2 * l + 2 ∧
    Module.finrank ℂ (Module.End.eigenspace
      (Matrix.toLin' (spinOrbit Lx Ly Lz)) (-(((l : ℂ) + 1) / 2))) = 2 * l := by
  obtain ⟨hp, hm⟩ := eigenspace_fractions l h
  rw [Fintype.card_fin] at hp hm
  have hpos : 0 < 2 * l + 1 := by omega
  refine ⟨?_, Nat.eq_of_mul_eq_mul_left hpos (hp.trans (mul_comm _ _)),
    Nat.eq_of_mul_eq_mul_left hpos (hm.trans (mul_comm _ _))⟩
  simp only [sub_mul, mul_add, smul_mul_assoc, mul_smul_comm, one_mul, mul_one, spinOrbit_sq h]
  module
```

## Total angular momentum and the p shell

With J = L + S, expanding the squares gives J² = L² + S² + 2L·S, where S² = 3/4.

```lean
/-- For orbital angular momentum matrices with `L² = l (l + 1)`, the squared total angular momentum
is `J² = l (l + 1) + 3 / 4 + 2 L · S`. -/
theorem totalJ_sq {l : ℂ} {Lx Ly Lz : Matrix n n ℂ} (h : IsAngularMomentum l Lx Ly Lz) :
    totalJ Lx pauliX * totalJ Lx pauliX + totalJ Ly pauliY * totalJ Ly pauliY
      + totalJ Lz pauliZ * totalJ Lz pauliZ =
    (l * (l + 1) + 3 / 4) • (1 : Matrix (n × Fin 2) (n × Fin 2) ℂ)
      + (2 : ℂ) • spinOrbit Lx Ly Lz := by
  obtain ⟨⟨xx, yy, zz⟩, -, -⟩ := pauli_products
  have hC : (Lx * Lx) ⊗ₖ (1 : Matrix (Fin 2) (Fin 2) ℂ) + (Ly * Ly) ⊗ₖ 1 + (Lz * Lz) ⊗ₖ 1
      = (l * (l + 1)) • (1 : Matrix (n × Fin 2) (n × Fin 2) ℂ) := by
    rw [← add_kronecker, ← add_kronecker, h.casimir, smul_kronecker, one_kronecker_one]
  simp only [totalJ, spinOrbit, add_mul, mul_add, smul_mul_assoc, mul_smul_comm,
    ← mul_kronecker_mul, one_mul, mul_one, xx, yy, zz, one_kronecker_one]
  linear_combination (norm := module) hC
```

Inserting X = l/2 gives J² = j(j+1) with j = l + ½; for l ≥ 1, X = −(l+1)/2 gives j = l − ½.

The Cartesian p orbitals provide a concrete shell that meets the conditions with l = 1. Measured from the unsplit level, its energies are ξ/2, fourfold, and −ξ, twofold.

```lean
/-- The angular momentum matrices of a p shell in the Cartesian basis satisfy the relations
with `l = 1`. -/
theorem isAngularMomentum_witness :
    IsAngularMomentum 1
      !![0, 0, 0; 0, 0, -Complex.I; 0, Complex.I, 0]
      !![0, 0, Complex.I; 0, 0, 0; -Complex.I, 0, 0]
      !![0, -Complex.I, 0; Complex.I, 0, 0; 0, 0, 0] := by
  refine ⟨?_, ?_, ?_, ?_⟩ <;>
    (ext i j; fin_cases i <;> fin_cases j <;>
      simp)

end

end SpinOrbitShell
```

```lean
#print axioms SpinOrbitShell.spinOrbit_splitting
#print axioms SpinOrbitShell.totalJ_sq
```

```
'SpinOrbitShell.spinOrbit_splitting' depends on axioms: [propext, Classical.choice, Quot.sound]
'SpinOrbitShell.totalJ_sq' depends on axioms: [propext, Classical.choice, Quot.sound]
```

## L·S in a second-variational LAPW calculation

In second variation, the scalar-relativistic problem is solved first, and a selected set of its eigenstates becomes the basis in which the Hamiltonian including spin-orbit coupling is diagonalised. Inside a muffin-tin sphere, the coupling built from the spherical part of the potential acts between components of equal l and has X as its angular factor, multiplied by radial integrals. Diagonalising a code's angular block for one l, without the radial integrals and normalised as L·S with ħ = 1, should therefore return l/2 and −(l+1)/2 with the multiplicities above. A block built from L·σ = 2X gives l and −(l+1) instead, with the same multiplicities. The bands of a crystal need not show this pattern, since crystal field and hybridisation also act on the shell.
